# Contact density \((m/\varepsilon)^3/\pi\) for the exponential bound state of a shallow centre in the effective-mass model

If the electron density at the muon is taken from vacuum muonium and used for a muon that binds its electron weakly in a semiconductor, the estimated hyperfine coupling is far too large. The Fermi contact coupling is proportional to that density, and the density falls with the cube of the orbital radius. In the effective-mass model with a mass of 0.2 electron masses and a dielectric constant of 10, the vacuum density is 125 000 times the density of the bound-state envelope at the muon.

## A weakly bound electron in a crystal

The electron moves in the screened Coulomb field of a fixed positive charge of one elementary charge. In atomic units, its s-wave radial function \(u(r)\), which is \(r\) times the wavefunction, obeys

\[
Hu=-\frac{u''}{2m}-\frac{u}{\varepsilon r}=Eu ,\qquad r>0 .
\]

Here \(m\) is the effective mass in units of the electron mass. It is inversely proportional to the curvature of the band at an isotropic band edge. The relative dielectric constant \(\varepsilon\) stands for the screening by the host. Both are inputs. The function considered is \(u(r)=r\,e^{-r/a}\), with a radius \(a>0\) still to be found.

## The equation fixes radius and energy

Differentiating twice gives

\[
u'=\Bigl(1-\frac ra\Bigr)e^{-r/a},\qquad
u''=\Bigl(-\frac2a+\frac r{a^2}\Bigr)e^{-r/a}.
\]

In the potential term the factor \(r\) in \(u\) cancels the \(1/r\), so

\[
Hu=\Bigl(\frac1{ma}-\frac1\varepsilon-\frac r{2ma^2}\Bigr)e^{-r/a}.
\]

Setting this equal to \(E\,r\,e^{-r/a}\) and dividing by the exponential leaves

\[
\frac1{ma}-\frac1\varepsilon-\frac r{2ma^2}=Er .
\]

Twice the equation at \(r=1\) minus the equation at \(r=2\) gives \(1/(ma)=1/\varepsilon\). Hence

\[
a=\frac{\varepsilon}{m},\qquad E=-\frac1{2ma^2}=-\frac m{2\varepsilon^2}.
\]

Conversely, with these values both sides agree at every \(r>0\).

## Normalization gives the density at the origin

For a natural number \(n\), the Gamma integral gives

\[
\int_0^\infty r^n e^{-2r/a}\,dr=n!\Bigl(\frac a2\Bigr)^{n+1}.
\]

With \(n=2\), the total probability of \(N e^{-r/a}\) is \(4\pi N^2\cdot a^3/4=N^2\pi a^3\). Setting it to 1 yields

\[
|\psi(0)|^2=N^2=\frac1{\pi a^3}=\frac1\pi\Bigl(\frac m\varepsilon\Bigr)^3 ,
\]

where \(\psi=Ne^{-r/a}\). Since \(-2mE=(m/\varepsilon)^2\), the square of this density is \((-2mE)^3/\pi^2\).

## The same radius minimizes the energy

For any \(a>0\), the moments with \(n=1\) and \(n=2\) give

\[
\frac{\int_0^\infty uHu\,dr}{\int_0^\infty u^2\,dr}
=\frac{a/(8m)-a^2/(4\varepsilon)}{a^3/4}
=\frac1{2ma^2}-\frac1{\varepsilon a}
=-\frac m{2\varepsilon^2}+\frac1{2m}\Bigl(\frac1a-\frac m\varepsilon\Bigr)^2 .
\]

The last term vanishes only at \(a=\varepsilon/m\). In electronic-structure terms, this is the optimization of a single Slater-type exponent for one electron, with the comparison restricted to exponentials.

## Numbers for \(m=1/5\) and \(\varepsilon=10\)

The radius is \(a=50\) bohr and the energy is \(E=-0.2/200=-0.001\) hartree. The density at the origin is \((0.02)^3/\pi=8\times10^{-6}/\pi\approx2.55\times10^{-6}\) per cubic bohr. At half the optimal radius, \(a=25\), the excess energy is \((0.04-0.02)^2/0.4=0.001\) hartree, so the trial energy is zero.

The simplest estimate of the hyperfine coupling takes the envelope density as the spin density at the muon, with \(m\) from the band structure and \(\varepsilon\) from the static dielectric response. The vacuum muonium coupling, which corresponds to \(m=\varepsilon=1\) if the small reduced-mass correction is neglected, is then multiplied by \((m/\varepsilon)^3\), here \(8\times10^{-6}\).

## How the Lean statements express the physics

`radialHamiltonian` is \(H\), with `deriv (deriv u)` for the second derivative. `envelope` and `radialFunction` are the unnormalized \(e^{-r/a}\) and \(r\,e^{-r/a}\), and `Ioi 0` is the half-line \(r>0\).

`eigenfunction_iff` says that, for positive `m`, `ε` and `a` and any real `E`, the equation holds at every \(r>0\) exactly when radius and energy have the values above. `contact_density` assumes that equation as `hE` and the normalization as `hN`; the amplitude `N` may be any real number that meets `hN`, of either sign. `contact_density_sq_of_energy` gives the squared density in terms of mass and energy. `trialEnergy_eq` and `trialEnergy_minimum` concern the quotient for arbitrary positive `a`.

The step from this model to a real crystal is the identification of the envelope density with the electron spin density at the muon. The latter also depends on the Bloch function and on the potential close to the muon.

```lean
import Mathlib

open MeasureTheory Set
open scoped Real

namespace ShallowDonorContact

noncomputable section

/-- The exponential envelope `exp (-r/a)` of a shallow centre, for a radius `a ≠ 0`. -/
def envelope (a r : ℝ) : ℝ := Real.exp (-r / a)

/-- The radial function `u(r) = r exp (-r/a)` of the envelope, for `a ≠ 0`. -/
def radialFunction (a r : ℝ) : ℝ := r * envelope a r

/-- The s-wave effective-mass Hamiltonian `-u''/(2m) - u/(ε r)` in atomic units, with
effective mass `m ≠ 0` and dielectric constant `ε ≠ 0`, at a distance `r ≠ 0`. -/
def radialHamiltonian (m ε : ℝ) (u : ℝ → ℝ) (r : ℝ) : ℝ :=
  -(deriv (deriv u) r) / (2 * m) - u r / (ε * r)

/-- The energy expectation value of the radial function of radius `a`, divided by its norm
squared, for `m`, `ε`, `a` positive. -/
def trialEnergy (m ε a : ℝ) : ℝ :=
  (∫ r in Ioi (0 : ℝ), radialFunction a r * radialHamiltonian m ε (radialFunction a) r) /
    ∫ r in Ioi (0 : ℝ), radialFunction a r ^ 2

/-- The slope of the envelope is `-1/a` times the envelope. -/
theorem hasDerivAt_envelope (a r : ℝ) :
    HasDerivAt (envelope a) (-envelope a r / a) r := by
  have h : HasDerivAt (fun x : ℝ => -x / a) (-1 / a) r :=
    (hasDerivAt_id' r).fun_neg.div_const a
  exact h.exp.congr_deriv (by unfold envelope; ring)

/-- Away from the origin, the Hamiltonian multiplies the envelope by a constant plus a term
linear in `r` when it acts on `r exp (-r/a)`. -/
theorem radialHamiltonian_apply (m ε a : ℝ) {r : ℝ} (hr : r ≠ 0) :
    radialHamiltonian m ε (radialFunction a) r =
      (1 / (m * a) - 1 / ε - r / (2 * m * a ^ 2)) * envelope a r := by
  have h1 : deriv (radialFunction a) = fun x => (1 - x / a) * envelope a x := by
    funext x
    have h : HasDerivAt (radialFunction a) (1 * envelope a x + x * (-envelope a x / a)) x :=
      (hasDerivAt_id' x).fun_mul (hasDerivAt_envelope a x)
    rw [h.deriv]
    ring
  have h2 := (((hasDerivAt_id' r).div_const a).const_sub 1).fun_mul (hasDerivAt_envelope a r)
  -- the Coulomb singularity is cancelled by the factor r in u
  have h3 : r * envelope a r / (ε * r) = envelope a r / ε := by
    rw [mul_comm ε r, mul_div_mul_left _ _ hr]
  unfold radialHamiltonian
  rw [h1, h2.deriv, radialFunction, h3]
  ring

/-- For positive `m`, `ε`, `a`, the function `r exp (-r/a)` solves the radial Schrödinger
equation with energy `E` exactly when `a = ε/m` and `E = -m/(2ε²)`. -/
theorem eigenfunction_iff {m ε a : ℝ} (hm : 0 < m) (hε : 0 < ε) (ha : 0 < a) (E : ℝ) :
    (∀ r > 0, radialHamiltonian m ε (radialFunction a) r = E * radialFunction a r) ↔
      a = ε / m ∧ E = -m / (2 * ε ^ 2) := by
  constructor
  · intro h
    have key : ∀ r > 0, 1 / (m * a) - 1 / ε - r / (2 * m * a ^ 2) = E * r := by
      intro r hr
      have hpos : envelope a r ≠ 0 := (Real.exp_pos _).ne'
      exact mul_right_cancel₀ hpos
        (((radialHamiltonian_apply m ε a hr.ne').symm.trans (h r hr)).trans
          (by unfold radialFunction; ring))
    -- two distances determine the two unknowns
    have k1 := key 1 one_pos
    have k2 := key 2 two_pos
    have hc : 1 / (m * a) = 1 / ε := by linear_combination 2 * k1 - k2
    have hE : E = -(1 / (2 * m * a ^ 2)) := by linarith
    have hma : ε = m * a := by
      rw [← one_div_one_div ε, ← hc, one_div_one_div]
    subst hma
    refine ⟨?_, ?_⟩
    · rw [eq_div_iff hm.ne', mul_comm]
    · rw [hE]
      field_simp
  · rintro ⟨h, rfl⟩ r hr
    have hma : ε = m * a := by
      rw [h, mul_div_cancel₀ _ hm.ne']
    have hc : 1 / (m * a) - 1 / ε - r / (2 * m * a ^ 2) = -m / (2 * ε ^ 2) * r := by
      rw [hma, sub_self, zero_sub]
      field_simp
    rw [radialHamiltonian_apply m ε a hr.ne', hc, radialFunction]
    ring

/-- For `a > 0`, the `n`-th radial moment of the squared envelope is `n! (a/2)^(n+1)`. -/
theorem envelope_moment {a : ℝ} (ha : 0 < a) (n : ℕ) :
    ∫ r in Ioi (0 : ℝ), r ^ n * envelope a r ^ 2 = n.factorial * (a / 2) ^ (n + 1) := by
  have hsq : ∀ r, envelope a r ^ 2 = Real.exp (-(2 / a * r)) := by
    intro r
    rw [envelope, sq, ← Real.exp_add]
    congr 1
    ring
  have h := Real.integral_rpow_mul_exp_neg_mul_Ioi (a := (n : ℝ) + 1) (r := 2 / a)
    (by positivity) (by positivity)
  have e : (1 / (2 / a)) ^ ((n : ℝ) + 1) = (1 / (2 / a)) ^ (n + 1) := by
    exact_mod_cast Real.rpow_natCast (1 / (2 / a)) (n + 1)
  rw [e, Real.Gamma_nat_eq_factorial, one_div_div] at h
  simp only [add_sub_cancel_right, Real.rpow_natCast] at h
  simp only [hsq]
  rw [h, mul_comm]

/-- For `a > 0`, the total probability of `N exp (-r/a)` in three dimensions is `N² π a³`. -/
theorem total_probability {a : ℝ} (ha : 0 < a) (N : ℝ) :
    ∫ r in Ioi (0 : ℝ), 4 * π * r ^ 2 * (N * envelope a r) ^ 2 = N ^ 2 * π * a ^ 3 := by
  have hf : (fun r : ℝ => 4 * π * r ^ 2 * (N * envelope a r) ^ 2) =
      fun r => 4 * π * N ^ 2 * (r ^ 2 * envelope a r ^ 2) := by
    funext r
    ring
  rw [hf, integral_const_mul, envelope_moment ha 2, Nat.factorial_two, Nat.cast_ofNat]
  ring

/-- Contact scaling: for positive `m`, `ε`, `a`, if `r exp (-r/a)` solves the radial equation
and `N exp (-r/a)` is normalized, the density at the origin is `(m/ε)³/π`. -/
theorem contact_density {m ε a E N : ℝ} (hm : 0 < m) (hε : 0 < ε) (ha : 0 < a)
    (hE : ∀ r > 0, radialHamiltonian m ε (radialFunction a) r = E * radialFunction a r)
    (hN : ∫ r in Ioi (0 : ℝ), 4 * π * r ^ 2 * (N * envelope a r) ^ 2 = 1) :
    (N * envelope a 0) ^ 2 = (m / ε) ^ 3 / π := by
  obtain ⟨h, -⟩ := (eigenfunction_iff hm hε ha E).mp hE
  rw [total_probability ha] at hN
  have h0 : envelope a 0 = 1 := by simp [envelope]
  have h1 : m / ε = a⁻¹ := by rw [h, inv_div]
  rw [h0, mul_one, h1, eq_div_iff Real.pi_ne_zero, inv_pow]
  exact eq_inv_of_mul_eq_one_left hN

/-- For positive `m`, `ε`, `a`, if `r exp (-r/a)` solves the radial equation with energy `E` and
`N exp (-r/a)` is normalized, the square of the density at the origin is `(-2mE)³/π²`. -/
theorem contact_density_sq_of_energy {m ε a E N : ℝ} (hm : 0 < m) (hε : 0 < ε) (ha : 0 < a)
    (hE : ∀ r > 0, radialHamiltonian m ε (radialFunction a) r = E * radialFunction a r)
    (hN : ∫ r in Ioi (0 : ℝ), 4 * π * r ^ 2 * (N * envelope a r) ^ 2 = 1) :
    ((N * envelope a 0) ^ 2) ^ 2 = (-2 * m * E) ^ 3 / π ^ 2 := by
  have h := ((eigenfunction_iff hm hε ha E).mp hE).2
  have h1 : -2 * m * E = (m / ε) ^ 2 := by
    rw [h]
    ring
  rw [contact_density hm hε ha hE hN, h1]
  ring

/-- For positive `m`, `ε`, `a`, the trial energy exceeds `-m/(2ε²)` by the square of
`1/a - m/ε` divided by `2m`. -/
theorem trialEnergy_eq {m ε a : ℝ} (hm : 0 < m) (hε : 0 < ε) (ha : 0 < a) :
    trialEnergy m ε a = -m / (2 * ε ^ 2) + (1 / a - m / ε) ^ 2 / (2 * m) := by
  -- a nonzero moment can only come from an integrable function
  have hint : ∀ n : ℕ, Integrable (fun r : ℝ => r ^ n * envelope a r ^ 2)
      (volume.restrict (Ioi 0)) := by
    intro n
    by_contra h
    have h1 := envelope_moment ha n
    rw [integral_undef h] at h1
    have h2 : 0 < (n.factorial : ℝ) * (a / 2) ^ (n + 1) := by positivity
    linarith
  have hnum : ∫ r in Ioi (0 : ℝ),
      radialFunction a r * radialHamiltonian m ε (radialFunction a) r =
      ∫ r in Ioi (0 : ℝ), ((1 / (m * a) - 1 / ε) * (r ^ 1 * envelope a r ^ 2) -
        1 / (2 * m * a ^ 2) * (r ^ 2 * envelope a r ^ 2)) := by
    refine setIntegral_congr_fun measurableSet_Ioi fun r hr => ?_
    have hr0 : r ≠ 0 := ne_of_gt hr
    simp only [radialHamiltonian_apply m ε a hr0, radialFunction]
    ring
  unfold trialEnergy
  rw [hnum, integral_sub ((hint 1).const_mul _) ((hint 2).const_mul _),
    integral_const_mul, integral_const_mul]
  simp only [radialFunction, mul_pow]
  rw [envelope_moment ha 1, envelope_moment ha 2, Nat.factorial_one, Nat.factorial_two,
    Nat.cast_one, Nat.cast_ofNat]
  field_simp
  ring

/-- For positive `m`, `ε`, `a`, the trial energy is at least `-m/(2ε²)`, with equality exactly
at the radius `a = ε/m`. -/
theorem trialEnergy_minimum {m ε a : ℝ} (hm : 0 < m) (hε : 0 < ε) (ha : 0 < a) :
    -m / (2 * ε ^ 2) ≤ trialEnergy m ε a ∧
      (trialEnergy m ε a = -m / (2 * ε ^ 2) ↔ a = ε / m) := by
  rw [trialEnergy_eq hm hε ha]
  refine ⟨le_add_of_nonneg_right (by positivity), ?_, ?_⟩
  · intro h
    have h0 : (1 / a - m / ε) ^ 2 / (2 * m) = 0 := by linarith
    have h1 : (1 / a - m / ε) ^ 2 = 0 :=
      (div_eq_zero_iff.mp h0).resolve_right (by positivity)
    have h2 : 1 / a = m / ε := sub_eq_zero.mp (pow_eq_zero_iff two_ne_zero |>.mp h1)
    rw [← one_div_one_div a, h2, one_div_div]
  · intro h
    rw [h, one_div_div]
    simp

end

end ShallowDonorContact
```

```lean
#print axioms ShallowDonorContact.contact_density
#print axioms ShallowDonorContact.contact_density_sq_of_energy
#print axioms ShallowDonorContact.trialEnergy_minimum
```

```
'ShallowDonorContact.contact_density' depends on axioms: [propext, Classical.choice, Quot.sound]
'ShallowDonorContact.contact_density_sq_of_energy' depends on axioms: [propext, Classical.choice, Quot.sound]
'ShallowDonorContact.trialEnergy_minimum' depends on axioms: [propext, Classical.choice, Quot.sound]
```

## From the derivatives to the minimum in Lean

`hasDerivAt_envelope` supplies the slope of the exponential. `radialHamiltonian_apply` uses it with the product rule twice, and its step `h3` cancels the factor \(r\) against the Coulomb singularity.

In `eigenfunction_iff`, the forward direction cancels the nonzero exponential to obtain `key`, then evaluates it at 1 and 2. The combination `2 * k1 - k2` is the subtraction made above. The reverse direction substitutes the radius and the energy.

`envelope_moment` rewrites the squared envelope as a single exponential and applies Mathlib's Gamma integral. `total_probability` takes the constants out of the integral and uses the second moment. `contact_density` then reads the radius from `eigenfunction_iff`, turns `hN` into \(N^2\pi a^3=1\) and solves for \(N^2\). The energy version rewrites \(-2mE\) as \((m/\varepsilon)^2\).

`trialEnergy_eq` has to split an integral of a difference, which requires both terms to be integrable. Mathlib gives a non-integrable function the integral zero, so the positive moments already found imply integrability. After the split, `field_simp` and `ring` complete the square. `trialEnergy_minimum` follows because a square is nonnegative and vanishes only when its base does.
